# For a finite Hermitian matrix H, E + iη − H is invertible at every real E when η > 0

The theorem `isUnit_det_shifted` says that for a finite Hermitian matrix H, a real energy E and a broadening η > 0, the determinant of E + iη − H is a unit, so that the matrix has an inverse, the resolvent of H at E + iη. Nothing is assumed of H beyond its being finite, complex and Hermitian. The proof supposes the determinant is zero and takes a nonzero vector v, not normalised, with Hv = (E + iη)v. It then computes v†Hv in two ways, once letting H act to the right and once, since H is Hermitian, to the left, so that the normalised value v†Hv / v†v would equal both E + iη and its conjugate E − iη. The imaginary parts give η = −η, which contradicts η > 0.

In Lean, a first try:

```lean
import Mathlib

open Matrix
open scoped Matrix.Norms.L2Operator ComplexOrder

namespace BroadenedLocalDensity

noncomputable section

variable {n : Type*} [Fintype n] [DecidableEq n]

/-- The matrix `E + iη - H`, at real energy `E` and broadening `η`. -/
def shifted (H : Matrix n n ℂ) (η E : ℝ) : Matrix n n ℂ :=
  ((E : ℂ) + η * Complex.I) • (1 : Matrix n n ℂ) - H

/-- For Hermitian `H` and `η > 0` the matrix `E + iη - H` is invertible. -/
theorem isUnit_det_shifted {H : Matrix n n ℂ} (hH : H.IsHermitian) {η : ℝ} (hη : 0 < η)
    (E : ℝ) : IsUnit (shifted H η E).det := by
  rw [isUnit_iff_ne_zero]
  intro hdet
  obtain ⟨v, hv, h⟩ := Matrix.exists_mulVec_eq_zero_iff.mpr hdet
  -- a kernel vector would be an eigenvector with a non-real eigenvalue
  have h1 : H *ᵥ v = ((E : ℂ) + η * Complex.I) • v := by
    rw [shifted, Matrix.sub_mulVec, Matrix.smul_mulVec, Matrix.one_mulVec, sub_eq_zero] at h
    exact h.symm
  have h2 : star v ⬝ᵥ (H *ᵥ v) = ((E : ℂ) + η * Complex.I) * (star v ⬝ᵥ v) := by
    rw [h1, dotProduct_smul, smul_eq_mul]
  have h3 : star v ⬝ᵥ (H *ᵥ v) = star ((E : ℂ) + η * Complex.I) * (star v ⬝ᵥ v) := by
    have h0 : star v ᵥ* H = star (H *ᵥ v) := by rw [Matrix.star_mulVec, hH.eq]
    rw [Matrix.dotProduct_mulVec, h0, h1, star_smul, smul_dotProduct, smul_eq_mul]
  have h4 : star v ⬝ᵥ v ≠ 0 := fun h0 =>
    hv (dotProduct_star_self_eq_zero.mp (by rw [dotProduct_comm]; exact h0))
  have h5 := congrArg Complex.im (mul_right_cancel₀ h4 (h2.symm.trans h3))
  simp at h5
  linarith

end

end BroadenedLocalDensity
```

Lean reports:

```
Main.lean:32:66: error: Type mismatch
  h0
has type
  star v ⬝ᵥ v = 0
but is expected to have type
  v ⬝ᵥ star v = 0
```

What went wrong. The error is in `h4`, the step showing that v†v is not zero, which is needed before it can be cancelled. There `h0` supposes `star v ⬝ᵥ v = 0`, and `dotProduct_star_self_eq_zero.mp` is to turn this into v = 0, against `hv`.

The lemma already takes its hypothesis with the `star` on the left, just as `h0` has it. The attempt first rewrites the goal with `dotProduct_comm`, which exchanges the two factors and leaves `v ⬝ᵥ star v = 0` to be proved. The two products are equal in value, but `exact h0` needs the types to agree by definition, and Lean does not accept the two orders as the same, hence the type mismatch.

The repair drops the rewrite and hands `h0` straight to the lemma, whose hypothesis it matches as it stands.

Fix (accepted with no message):

```diff
@@ -30,5 +30,5 @@
     rw [Matrix.dotProduct_mulVec, h0, h1, star_smul, smul_dotProduct, smul_eq_mul]
   have h4 : star v ⬝ᵥ v ≠ 0 := fun h0 =>
-    hv (dotProduct_star_self_eq_zero.mp (by rw [dotProduct_comm]; exact h0))
+    hv (dotProduct_star_self_eq_zero.mp h0)
   have h5 := congrArg Complex.im (mul_right_cancel₀ h4 (h2.symm.trans h3))
   simp at h5
```
